# The factors $\exp(iAX)$ leave the populations of a complete set of nondegenerate levels unchanged exactly when the dipole $X$ commutes with $H$

When a laser-driven electron is propagated in the velocity gauge and its length-gauge level populations are wanted while the vector potential $A$ is nonzero, the wavefunction $\psi$ is first multiplied by $\exp(iAx)$ and then projected onto the field-free eigenstates. On a grid with points $x_j$ and weights $w_j$, the amplitude of level $n$ with eigenfunction $b_n$ is

$$\sum_j w_j\,\overline{b_n(x_j)}\,e^{iAx_j}\,\psi(x_j).$$

This is in atomic units, with kinetic energy $(p+A)^2/2$ for momentum $p$. Once the pulse has passed and $A=0$, the factor is one and both gauges give the same populations. During the pulse, the question is whether omitting the factor can change them.

Let the field-free Hamiltonian $H$ and the dipole $X$, which stands for the position $x$, be bounded Hermitian operators, and let $H$ have a complete orthonormal set of eigenvectors $b_n$ with pairwise distinct energies $E_n$. Then

$$|\langle b_n,e^{iAX}\psi\rangle|^2=|\langle b_n,\psi\rangle|^2\quad\text{for all } n,\psi \text{ and real } A$$

holds if and only if $HX=XH$. For a system represented by finite matrices, with all levels nondegenerate, a dipole that couples two of them therefore makes the factor change some level population for at least one state and one value of $A$. This need not happen for every state or every value of $A$.

## From a single level to the commutator

The inner product is linear in its second argument. For a fixed vector $e$, put $a(z)=\langle e,e^{izX}\psi\rangle$. Differentiating the exponential gives

$$a'(z)=i\langle e,Xe^{izX}\psi\rangle.$$

Suppose $Xe=xe$ with $x$ real. Moving $X$ across the inner product gives $a'=ixa$, so $e^{-ixz}a(z)$ has zero derivative and is constant. Hence $a(A)=e^{ixA}a(0)$: the amplitude acquires a phase, and the population stays the same.

Conversely, let $e$ be a unit vector whose population never changes. If $\langle e,\varphi\rangle=0$, then $\langle e,e^{iAX}\varphi\rangle=0$ for every real $A$, and the derivative at $A=0$ gives $\langle e,X\varphi\rangle=0$. Apply this to $r=Xe-xe$, where $x=\langle e,Xe\rangle$ is real because $X$ is Hermitian. Since $\|e\|=1$, $\langle e,r\rangle=0$, and so $\langle Xe,r\rangle=\langle e,Xr\rangle=0$. Therefore

$$\|r\|^2=\langle Xe,r\rangle-x\langle e,r\rangle=0,$$

and $Xe=xe$. A single population is thus unchanged for all $\psi$ and $A$ exactly when its level is an eigenvector of $X$.

It remains to relate this condition to $H$. If $H$ and $X$ commute, evaluating $\langle b_m,HXb_n\rangle=\langle b_m,XHb_n\rangle$ gives

$$(E_n-E_m)\langle b_m,Xb_n\rangle=0.$$

For $m\ne n$ the energies differ, so the matrix element vanishes. By completeness, $Xb_n=\langle b_n,Xb_n\rangle b_n$. In the other direction, if $Xb_m=x_mb_m$ for every $m$, then for any $v$

$$\langle b_m,HXv\rangle=E_mx_m\langle b_m,v\rangle=\langle b_m,XHv\rangle,$$

and completeness gives $HX=XH$.

Degeneracy breaks the equivalence. Let $e$ and $f$ be orthonormal eigenvectors with the same energy $E$, and take $X=|e\rangle\langle f|+|f\rangle\langle e|$. Then $HXv=EXv=XHv$ for every $v$, but $Xe=f$ is not a multiple of $e$. Explicitly, $e^{iAX}e=\cos A\,e+i\sin A\,f$, so the population of $e$ falls from $1$ to $\cos^2A$.

## Operators, populations and the gauge factor in Lean

The state space `V` is a complex inner product space of finite or infinite dimension.

```lean
import Mathlib

open scoped InnerProductSpace

namespace GaugeDependentPopulations

noncomputable section

variable {V : Type*} [NormedAddCommGroup V] [InnerProductSpace ℂ V]
```

Operators have type `V →L[ℂ] V`, the continuous linear maps. Every vector is then in their domain, and being Hermitian is the single identity below.

```lean
/-- A bounded operator is Hermitian if it can be moved across the inner product. -/
def Hermitian (X : V →L[ℂ] V) : Prop := ∀ u v, ⟪X u, v⟫_ℂ = ⟪u, X v⟫_ℂ
```

The population is a squared modulus. The state `ψ` need not be normalised; for a unit vector `e` and a nonzero `ψ`, the probability is this value divided by $\|\psi\|^2$. The gauge factor preserves the norm, so the comparison is the same either way.

```lean
/-- The population of the state `e` in the state `ψ`: the squared modulus of their overlap. -/
def population (e ψ : V) : ℝ := ‖⟪e, ψ⟫_ℂ‖ ^ 2
```

The number `A` is the vector potential of a spatially uniform field at one instant. The operator `X` is called the dipole but stands for position, without the electron's charge.

```lean
/-- The gauge factor `exp(i A X)` for the vector potential `A` and the dipole operator `X`. -/
def gaugeFactor (X : V →L[ℂ] V) (A : ℝ) : V →L[ℂ] V :=
  NormedSpace.exp ((A : ℂ) • (Complex.I • X))
```

An electron in continuous space lies outside this model: its kinetic energy is an unbounded operator, as is its position when the space is unbounded, and an atom that can be ionised has no complete set of bound levels. On a finite grid or in a finite basis, $H$ and $X$ are matrices and therefore bounded. In a finite basis, however, the exponential of the position matrix only approximates multiplication by $e^{iAx}$.

The next definitions build the dipole used in the degenerate example and the two-level system.

```lean
/-- The operator `|u⟩⟨v|`. -/
def ketBra (u v : V) : V →L[ℂ] V := (innerSL ℂ v).smulRight u

/-- The transition dipole `|e⟩⟨f| + |f⟩⟨e|` between two states. -/
def transitionDipole (e f : V) : V →L[ℂ] V := ketBra e f + ketBra f e

/-- The transition dipole sends `v` to `e` times the overlap `⟨f, v⟩` plus `f` times the overlap
`⟨e, v⟩`. -/
theorem transitionDipole_apply (e f v : V) :
    transitionDipole e f v = ⟪f, v⟫_ℂ • e + ⟪e, v⟫_ℂ • f := rfl
```

Expanding both sides of the Hermitian identity gives the same two products of overlaps.

```lean
/-- The transition dipole between any two states is Hermitian. -/
theorem transitionDipole_hermitian (e f : V) : Hermitian (transitionDipole e f) := by
  intro u v
  simp only [transitionDipole_apply, inner_add_left, inner_add_right, inner_smul_left,
    inner_smul_right, inner_conj_symm]
  ring
```

## Commuting with a nondegenerate Hamiltonian

Moving a Hermitian operator onto its eigenvector produces the real eigenvalue. This small lemma serves for both $H$ and $X$.

```lean
/-- A Hermitian operator acts on the amplitude along one of its eigenvectors as
multiplication by the real eigenvalue. -/
theorem inner_eigenvector {X : V →L[ℂ] V} (hX : Hermitian X) {e : V} {x : ℝ}
    (hx : X e = (x : ℂ) • e) (v : V) : ⟪e, X v⟫_ℂ = x * ⟪e, v⟫_ℂ := by
  rw [← hX e v, hx, inner_smul_left, Complex.conj_ofReal]
```

In the next theorem, `HilbertBasis` expresses completeness and orthonormality, `hb` is the eigenvalue equation, and `Function.Injective E` says that no two basis levels share an energy. The local statement `ext_b` is completeness in use: vectors with equal amplitudes on the basis are equal. In the forward direction, `h3` is the energy-difference equation derived above, and `h4` says that its first factor is nonzero. The reverse direction compares the amplitudes of $HXv$ and $XHv$.

```lean
/-- If a Hermitian `H` has a complete orthonormal set of eigenvectors with distinct energies,
a Hermitian `X` commutes with `H` exactly when each of them is an eigenvector of `X`. -/
theorem commute_iff_eigenvectors {ι : Type*} (b : HilbertBasis ι ℂ V) {H X : V →L[ℂ] V}
    (hH : Hermitian H) (hX : Hermitian X) {E : ι → ℝ} (hE : Function.Injective E)
    (hb : ∀ n, H (b n) = (E n : ℂ) • b n) :
    Commute H X ↔ ∀ n, ∃ x : ℝ, X (b n) = (x : ℂ) • b n := by
  -- vectors with equal amplitudes on the basis are equal
  have ext_b : ∀ u v : V, (∀ m, ⟪b m, u⟫_ℂ = ⟪b m, v⟫_ℂ) → u = v := fun u v h =>
    b.repr.injective (lp.ext (funext fun m => by
      rw [b.repr_apply_apply, b.repr_apply_apply]; exact h m))
  constructor
  · intro hc n
    have hreal : ((⟪b n, X (b n)⟫_ℂ).re : ℂ) = ⟪b n, X (b n)⟫_ℂ :=
      Complex.conj_eq_iff_re.mp ((inner_conj_symm _ _).trans (hX _ _))
    refine ⟨(⟪b n, X (b n)⟫_ℂ).re, ext_b _ _ fun m => ?_⟩
    rw [hreal, inner_smul_right]
    by_cases hmn : m = n
    · subst hmn
      simp [inner_self_eq_norm_sq_to_K, b.orthonormal.1 m]
    · -- matrix elements between different energies vanish
      have h1 : H (X (b n)) = X (H (b n)) := congrArg (fun T : V →L[ℂ] V => T (b n)) hc.eq
      have h2 := inner_eigenvector hH (hb m) (X (b n))
      rw [h1, hb n, map_smul, inner_smul_right] at h2
      have h3 : ((E n : ℂ) - E m) * ⟪b m, X (b n)⟫_ℂ = 0 := by linear_combination h2
      have h4 : (E n : ℂ) - E m ≠ 0 := fun h =>
        hmn (hE (Complex.ofReal_injective (sub_eq_zero.mp h))).symm
      rw [b.orthonormal.2 hmn, mul_zero]
      exact (mul_eq_zero.mp h3).resolve_left h4
  · intro h
    refine ContinuousLinearMap.ext fun v => ext_b _ _ fun m => ?_
    obtain ⟨x, hx⟩ := h m
    change ⟪b m, H (X v)⟫_ℂ = ⟪b m, X (H v)⟫_ℂ
    rw [inner_eigenvector hH (hb m), inner_eigenvector hX hx, inner_eigenvector hX hx,
      inner_eigenvector hH (hb m)]
    ring
```

## Derivative and phase of the amplitude

The space is now assumed complete. The derivative of the operator exponential is composed with the linear map that sends an operator $T$ to $\langle e,Tv\rangle$, which gives $a'(z)$ for complex $z$.

```lean
variable [CompleteSpace V]

/-- The amplitude `⟨e, exp(i z X) v⟩` changes with `z` at the rate `i ⟨e, X exp(i z X) v⟩`. -/
theorem amplitude_hasDerivAt (X : V →L[ℂ] V) (e v : V) (z : ℂ) :
    HasDerivAt (fun w : ℂ => ⟪e, NormedSpace.exp (w • (Complex.I • X)) v⟫_ℂ)
      (Complex.I * ⟪e, X (NormedSpace.exp (z • (Complex.I • X)) v)⟫_ℂ) z := by
  have h : HasDerivAt (fun w : ℂ => NormedSpace.exp (w • (Complex.I • X)))
      ((Complex.I • X) * NormedSpace.exp (z • (Complex.I • X))) z :=
    hasDerivAt_exp_smul_const' (Complex.I • X) z
  have h2 := ((innerSL ℂ e).comp
    (ContinuousLinearMap.apply ℂ V v)).hasFDerivAt.comp_hasDerivAt z h
  exact h2.congr_deriv (inner_smul_right e _ Complex.I)
```

The proof of the phase formula follows the calculation by hand: `hd` shows that $e^{-ixz}a(z)$ has zero derivative, and `hc` equates its values at $A$ and $0$.

```lean
/-- Along an eigenvector of the Hermitian dipole operator with eigenvalue `x`, the gauge factor
multiplies the amplitude by the phase `exp(i x A)`. -/
theorem amplitude_phase {X : V →L[ℂ] V} (hX : Hermitian X) {e : V} {x : ℝ}
    (hx : X e = (x : ℂ) • e) (A : ℝ) (v : V) :
    ⟪e, gaugeFactor X A v⟫_ℂ = Complex.exp (((x * A : ℝ) : ℂ) * Complex.I) * ⟪e, v⟫_ℂ := by
  -- the amplitude with the phase removed is constant
  have hd : ∀ z : ℂ, HasDerivAt (fun w : ℂ => Complex.exp (-(Complex.I * x) * w) *
      ⟪e, NormedSpace.exp (w • (Complex.I • X)) v⟫_ℂ) 0 z := by
    intro z
    have h1 := ((hasDerivAt_id' z).const_mul (-(Complex.I * x))).cexp
    have h2 := amplitude_hasDerivAt X e v z
    rw [inner_eigenvector hX hx] at h2
    exact (h1.fun_mul h2).congr_deriv (by ring)
  have hc := is_const_of_deriv_eq_zero (fun z => (hd z).differentiableAt)
    (fun z => (hd z).deriv) (A : ℂ) 0
  simp only [mul_zero, Complex.exp_zero, zero_smul, NormedSpace.exp_zero, one_mul,
    one_apply_eq_self] at hc
  rw [← hc, ← mul_assoc, ← Complex.exp_add,
    show ((x * A : ℝ) : ℂ) * Complex.I + -(Complex.I * x) * A = 0 by push_cast; ring,
    Complex.exp_zero, one_mul, gaugeFactor]
```

## Invariance of one population and of all populations

For a single unit vector, `key` is the statement that $\langle e,\varphi\rangle=0$ implies $\langle e,X\varphi\rangle=0$. It compares two derivatives of the same function on the real line, one from the amplitude formula and one from the function being zero. The remaining lines show that $r$ has zero inner product with itself. The reverse direction uses the fact that a phase has modulus one.

```lean
/-- For a Hermitian dipole operator, the population of a single normalised state is unchanged by
every gauge factor, in every state `ψ`, exactly when it is an eigenvector of the dipole. -/
theorem population_invariant_iff {X : V →L[ℂ] V} (hX : Hermitian X) {e : V} (he : ‖e‖ = 1) :
    (∀ (A : ℝ) (ψ : V), population e (gaugeFactor X A ψ) = population e ψ) ↔
      ∃ x : ℝ, X e = (x : ℂ) • e := by
  constructor
  · intro h
    -- a state orthogonal to `e` stays so, hence the first-order change vanishes
    have key : ∀ φ : V, ⟪e, φ⟫_ℂ = 0 → ⟪e, X φ⟫_ℂ = 0 := by
      intro φ hφ
      have hz : ∀ A : ℝ, ⟪e, gaugeFactor X A φ⟫_ℂ = 0 := by
        intro A
        have h1 := h A φ
        simpa [population, hφ] using h1
      have h0 := (amplitude_hasDerivAt X e φ ((0 : ℝ) : ℂ)).comp_ofReal
      have hf : (fun y : ℝ => ⟪e, NormedSpace.exp ((y : ℂ) • (Complex.I • X)) φ⟫_ℂ) =
          fun _ => 0 := funext hz
      rw [hf] at h0
      have h1 := h0.unique (hasDerivAt_const (0 : ℝ) (0 : ℂ))
      simpa [NormedSpace.exp_zero] using h1
    have hreal : ((⟪e, X e⟫_ℂ).re : ℂ) = ⟪e, X e⟫_ℂ :=
      Complex.conj_eq_iff_re.mp ((inner_conj_symm _ _).trans (hX _ _))
    refine ⟨(⟪e, X e⟫_ℂ).re, ?_⟩
    rw [hreal]
    -- the part of `X e` orthogonal to `e` has zero norm
    have h1 : ⟪e, X e - ⟪e, X e⟫_ℂ • e⟫_ℂ = 0 := by
      rw [inner_sub_right, inner_smul_right, inner_self_eq_norm_sq_to_K, he]
      simp
    have h2 := key _ h1
    rw [← hX] at h2
    refine sub_eq_zero.mp (inner_self_eq_zero (𝕜 := ℂ).mp ?_)
    rw [inner_sub_left, inner_smul_left, h1, h2, mul_zero, sub_zero]
  · rintro ⟨x, hx⟩ A ψ
    rw [population, population, amplitude_phase hX hx, norm_mul,
      Complex.norm_exp_ofReal_mul_I, one_mul]
```

The main theorem applies this equivalence to each `b n` and combines it with the commutation criterion. Its left side quantifies over every level, every state and every real `A`.

```lean
/-- Let a Hermitian `H` have a complete orthonormal set of eigenvectors with distinct energies.
The populations of all these levels are unchanged by `exp(i A X)`, with `X` Hermitian, for every
state and every real `A` exactly when `H` and `X` commute. -/
theorem populations_gauge_independent_iff_commute {ι : Type*} (b : HilbertBasis ι ℂ V)
    {H X : V →L[ℂ] V} (hH : Hermitian H) (hX : Hermitian X) {E : ι → ℝ}
    (hE : Function.Injective E) (hb : ∀ n, H (b n) = (E n : ℂ) • b n) :
    (∀ (n : ι) (ψ : V) (A : ℝ), population (b n) (gaugeFactor X A ψ) = population (b n) ψ) ↔
      Commute H X := by
  rw [commute_iff_eigenvectors b hH hX hE hb]
  exact ⟨fun h n => (population_invariant_iff hX (b.orthonormal.1 n)).mp fun A ψ => h n ψ A,
    fun h n ψ A => (population_invariant_iff hX (b.orthonormal.1 n)).mpr (h n) A ψ⟩
```

## A shared energy, and a two-level system

For two orthonormal eigenvectors with the same energy, the theorem states that the transition dipole commutes with `H` and that some `A` and `ψ` change the population of `e`. The proof finds no explicit `A`: if nothing changed, `e` would be an eigenvector of the dipole, and taking the overlap of that equation with `f` would give $1=0$.

```lean
/-- If two orthonormal eigenvectors of a Hermitian `H` have the same energy, their transition
dipole commutes with `H`, and yet its gauge factor changes a population. -/
theorem degenerate_population_changes {H : V →L[ℂ] V} (hH : Hermitian H) {e f : V} {E : ℝ}
    (he : ‖e‖ = 1) (hf : ‖f‖ = 1) (hfe : ⟪f, e⟫_ℂ = 0)
    (hHe : H e = (E : ℂ) • e) (hHf : H f = (E : ℂ) • f) :
    Commute H (transitionDipole e f) ∧ ∃ (A : ℝ) (ψ : V),
      population e (gaugeFactor (transitionDipole e f) A ψ) ≠ population e ψ := by
  constructor
  · refine ContinuousLinearMap.ext fun v => ?_
    change H (transitionDipole e f v) = transitionDipole e f (H v)
    rw [transitionDipole_apply, transitionDipole_apply, inner_eigenvector hH hHe,
      inner_eigenvector hH hHf, map_add, map_smul, map_smul, hHe, hHf]
    module
  · by_contra hn
    -- otherwise `e` would be an eigenvector of the dipole, which sends `e` to `f`
    obtain ⟨x, hx⟩ := (population_invariant_iff (transitionDipole_hermitian e f) he).mp
      fun A ψ => by_contra fun hne => hn ⟨A, ψ, hne⟩
    have h1 := congrArg (fun u => ⟪f, u⟫_ℂ) hx
    simp [transitionDipole_apply, hfe, inner_self_eq_norm_sq_to_K, he, hf] at h1
```

The last example uses the space of pairs of complex numbers with the Euclidean norm. Its levels are numbered 0 and 1; level 0 has energy 0 and level 1 has energy 1.

```lean
/-- The standard basis of the two-level state space. -/
def twoLevelBasis : HilbertBasis (Fin 2) ℂ (lp (fun _ : Fin 2 => ℂ) 2) :=
  HilbertBasis.ofRepr (LinearIsometryEquiv.refl ℂ _)
```

The Hamiltonian $|b_1\rangle\langle b_1|$ satisfies the hypotheses of the main theorem. Acting on $b_0$, the dipole followed by the Hamiltonian gives $b_1$, while the opposite order gives zero. The operators therefore do not commute, and by the main theorem some level population in this system is changed by a gauge factor.

```lean
/-- The two-level Hamiltonian `|1⟩⟨1|` is Hermitian with the distinct energies 0 and 1 on the
standard basis, and it does not commute with the transition dipole between the levels. -/
theorem twoLevel_witness :
    Hermitian (ketBra (twoLevelBasis 1) (twoLevelBasis 1)) ∧
    Function.Injective (![0, 1] : Fin 2 → ℝ) ∧
    (∀ n, ketBra (twoLevelBasis 1) (twoLevelBasis 1) (twoLevelBasis n) =
      (((![0, 1] : Fin 2 → ℝ) n : ℝ) : ℂ) • twoLevelBasis n) ∧
    ¬ Commute (ketBra (twoLevelBasis 1) (twoLevelBasis 1))
      (transitionDipole (twoLevelBasis 0) (twoLevelBasis 1)) := by
  generalize twoLevelBasis = b
  have happ : ∀ v, ketBra (b 1) (b 1) v = ⟪b 1, v⟫_ℂ • b 1 := fun _ => rfl
  have h10 : ⟪b 1, b 0⟫_ℂ = 0 := b.orthonormal.2 (by decide)
  have h00 : ⟪b 0, b 0⟫_ℂ = 1 := by
    rw [inner_self_eq_norm_sq_to_K, b.orthonormal.1 0]; simp
  have h11 : ⟪b 1, b 1⟫_ℂ = 1 := by
    rw [inner_self_eq_norm_sq_to_K, b.orthonormal.1 1]; simp
  refine ⟨fun u v => ?_, fun i j h => ?_, fun n => ?_, fun hc => ?_⟩
  · rw [happ, happ, inner_smul_left, inner_smul_right, inner_conj_symm]
    ring
  · fin_cases i <;> fin_cases j <;> simp at h ⊢
  · rw [happ]
    fin_cases n
    · simp [h10]
    · simp [b.orthonormal.1 1]
  · -- acting on the lower level, one order gives the upper level and the other gives zero
    have h1 : ketBra (b 1) (b 1) (transitionDipole (b 0) (b 1) (b 0)) =
        transitionDipole (b 0) (b 1) (ketBra (b 1) (b 1) (b 0)) :=
      congrArg (fun T : lp (fun _ : Fin 2 => ℂ) 2 →L[ℂ] lp (fun _ : Fin 2 => ℂ) 2 =>
        T (b 0)) hc.eq
    have hz : ketBra (b 1) (b 1) (b 0) = 0 := by rw [happ, h10, zero_smul]
    rw [hz, map_zero (transitionDipole (b 0) (b 1)), transitionDipole_apply, h10, h00,
      zero_smul, zero_add, one_smul, happ, h11, one_smul] at h1
    rw [h1, inner_zero_left] at h11
    exact zero_ne_one h11

end

end GaugeDependentPopulations
```

```lean
#print axioms GaugeDependentPopulations.populations_gauge_independent_iff_commute
#print axioms GaugeDependentPopulations.degenerate_population_changes
```

```
'GaugeDependentPopulations.populations_gauge_independent_iff_commute' depends on axioms: [propext, Classical.choice, Quot.sound]
'GaugeDependentPopulations.degenerate_population_changes' depends on axioms: [propext, Classical.choice, Quot.sound]
```
